# Functional derivative of the Weizsaecker energy at a positive density in a one-dimensional box

Let n be a positive C² density on [0,L], and let h be a C¹ variation that vanishes at both walls. The Weizsaecker energy, in Hartree atomic units,

W[n] = ∫ n'²/(8n) dx,

then satisfies

d/ds W[n + s h] at s = 0 equals ∫ v h dx, with v = n'²/(8n²) − n''/(4n).

In orbital-free density functional theory, v is the contribution of W to the kinetic potential in the Euler equation for the density, and the whole of it when W alone is taken as the kinetic energy. Here the formula is established for one dimension, a finite interval and a density with no zeros. The variation need not conserve particle number.

```lean
import Mathlib

open Set MeasureTheory Filter Topology

namespace WeizsaeckerDerivative

noncomputable section
```

## n is C² and h is C¹

Physically, the density has no cusps and the variation has a finite slope everywhere, walls included. `IsC1On L f f'` expresses this: `f` and `f'` are continuous on [0,L], and `f'` is the derivative of `f` inside. The primed names are separate functions, tied together only by these hypotheses. Using it for the pairs n, n' and n', n'' makes n a C² function.

```lean
/-- `f` is continuously differentiable on the box `[0,L]` with derivative `f'`: both are
continuous up to the walls, and `f'` is the derivative of `f` inside. -/
structure IsC1On (L : ℝ) (f f' : ℝ → ℝ) : Prop where
  cont : ContinuousOn f (Icc 0 L)
  cont' : ContinuousOn f' (Icc 0 L)
  hasDeriv : ∀ x ∈ Ioo 0 L, HasDerivAt f (f' x) x
```

The energy W and the potential v are defined from the density alone, through `deriv`.

```lean
/-- The Weizsaecker energy `∫ n'² / (8 n)` of a density `n` that is positive on `[0,L]`. -/
def energy (L : ℝ) (n : ℝ → ℝ) : ℝ := ∫ x in (0 : ℝ)..L, deriv n x ^ 2 / (8 * n x)

/-- The Weizsaecker potential `n'² / (8 n²) - n'' / (4 n)`, for points where `n ≠ 0`. -/
def potential (n : ℝ → ℝ) (x : ℝ) : ℝ :=
  deriv n x ^ 2 / (8 * n x ^ 2) - deriv (deriv n) x / (4 * n x)
```

By hand, write m = n + s h. The energy density expands exactly:

(n' + s h')²/(8m) = n'²/(8n) + s [n'h'/(4n) − n'²h/(8n²)] + s² (n h' − n'h)²/(8n²m).

To check it, multiply by 8n²m. The left side becomes n²(n' + s h')². On the right, the terms of order 1 give n²n'². Those of order s give n n'²h + 2n²n'h' − n n'²h = 2n²n'h'. Those of order s² give 2n n'h h' − n'²h² + (n h' − n'h)² = n²h'². The two sides agree. The integral of the last fraction, without its factor s², is the remainder R(s).

```lean
/-- The integral `∫ (n h' - n' h)² / (8 n² (n + s h))`, for `n` and `n + s h` positive
on `[0,L]`. -/
def remainder (L : ℝ) (n n' h h' : ℝ → ℝ) (s : ℝ) : ℝ :=
  ∫ x in (0 : ℝ)..L, (n x * h' x - n' x * h x) ^ 2 / (8 * n x ^ 2 * (n x + s * h x))
```

The linear term still contains h'. The product rule gives

(n'h/(4n))' = n''h/(4n) + n'h'/(4n) − n'²h/(4n²),

and therefore

n'h'/(4n) − n'²h/(8n²) = v h + (n'h/(4n))'.

Integrating leaves ∫ v h plus the wall term B = n'(L)h(L)/(4n(L)) − n'(0)h(0)/(4n(0)).

In Lean, the first lemma lets integrands be compared inside the box only, where the derivatives are known. In `integral_linear_response`, `ftc` integrates the total derivative, and `field_simp` and `ring` confirm the pointwise identity. Continuity up to the walls supplies integrability.

```lean
variable {L : ℝ} {n n' n'' h h' : ℝ → ℝ}

/-- Two integrands that agree inside the box have the same integral over it. -/
lemma integral_congr_interior (hL : 0 ≤ L) {f g : ℝ → ℝ} (hfg : ∀ x ∈ Ioo 0 L, f x = g x) :
    ∫ x in (0 : ℝ)..L, f x = ∫ x in (0 : ℝ)..L, g x := by
  simp only [intervalIntegral.integral_of_le hL, integral_Ioc_eq_integral_Ioo]
  exact setIntegral_congr_fun measurableSet_Ioo hfg

/-- The linear response of the energy density integrates to the Weizsaecker potential
against `h`, plus a wall term, for a positive `C²` density `n` and a `C¹` variation `h`. -/
theorem integral_linear_response (hL : 0 ≤ L) (hn : IsC1On L n n') (hn' : IsC1On L n' n'')
    (hh : IsC1On L h h') (pos : ∀ x ∈ Icc 0 L, 0 < n x) :
    ∫ x in (0 : ℝ)..L, (n' x * h' x / (4 * n x) - n' x ^ 2 * h x / (8 * n x ^ 2)) =
      (∫ x in (0 : ℝ)..L, potential n x * h x) +
        (n' L * h L / (4 * n L) - n' 0 * h 0 / (4 * n 0)) := by
  have d4 : ∀ x ∈ Icc 0 L, 4 * n x ≠ 0 := fun x hx => by have := pos x hx; positivity
  have d8 : ∀ x ∈ Icc 0 L, 8 * n x ^ 2 ≠ 0 := fun x hx => by have := pos x hx; positivity
  have d16 : ∀ x ∈ Icc 0 L, (4 * n x) ^ 2 ≠ 0 := fun x hx => pow_ne_zero 2 (d4 x hx)
  have c4 : ContinuousOn (fun x => 4 * n x) (Icc 0 L) := continuousOn_const.mul hn.cont
  have c8 : ContinuousOn (fun x => 8 * n x ^ 2) (Icc 0 L) :=
    continuousOn_const.mul (hn.cont.pow 2)
  have hv : ∫ x in (0 : ℝ)..L, potential n x * h x =
      ∫ x in (0 : ℝ)..L, (n' x ^ 2 / (8 * n x ^ 2) - n'' x / (4 * n x)) * h x := by
    refine integral_congr_interior hL fun x hx => ?_
    have e : deriv n =ᶠ[𝓝 x] n' := by
      filter_upwards [Ioo_mem_nhds hx.1 hx.2] with y hy using (hn.hasDeriv y hy).deriv
    simp only [potential]
    rw [e.deriv_eq, (hn'.hasDeriv x hx).deriv, (hn.hasDeriv x hx).deriv]
  have i1 : IntervalIntegrable
      (fun x => (n' x ^ 2 / (8 * n x ^ 2) - n'' x / (4 * n x)) * h x) volume 0 L :=
    ContinuousOn.intervalIntegrable_of_Icc hL
      ((((hn'.cont.pow 2).div c8 d8).sub (hn'.cont'.div c4 d4)).mul hh.cont)
  have i2 : IntervalIntegrable (fun x => ((n'' x * h x + n' x * h' x) * (4 * n x) -
      n' x * h x * (4 * n' x)) / (4 * n x) ^ 2) volume 0 L :=
    ContinuousOn.intervalIntegrable_of_Icc hL
      (((((hn'.cont'.mul hh.cont).add (hn'.cont.mul hh.cont')).mul c4).sub
        ((hn'.cont.mul hh.cont).mul (continuousOn_const.mul hn'.cont))).div (c4.pow 2) d16)
  -- the total derivative of `n' h / (4 n)` produces the wall term
  have ftc : ∫ x in (0 : ℝ)..L, ((n'' x * h x + n' x * h' x) * (4 * n x) -
      n' x * h x * (4 * n' x)) / (4 * n x) ^ 2 =
      n' L * h L / (4 * n L) - n' 0 * h 0 / (4 * n 0) :=
    intervalIntegral.integral_eq_sub_of_hasDerivAt_of_le hL
      (f := fun x => n' x * h x / (4 * n x)) ((hn'.cont.mul hh.cont).div c4 d4)
      (fun x hx => ((hn'.hasDeriv x hx).fun_mul (hh.hasDeriv x hx)).fun_div
        ((hn.hasDeriv x hx).const_mul 4) (d4 x (Ioo_subset_Icc_self hx))) i2
  rw [hv, ← ftc, ← intervalIntegral.integral_add i1 i2]
  refine integral_congr_interior hL fun x hx => ?_
  have := (pos x (Ioo_subset_Icc_self hx)).ne'
  field_simp
  ring
```

Piecewise C² is not enough for n. If n' jumps at an interior point a, integrating by parts on each side adds h(a)[n'(a−) − n'(a+)]/(4n(a)), which the integral of the pointwise v misses. For h, continuity on [0,L] with C¹ behaviour inside is not enough: with n = 1, L = 1 and h = √x (1 − x), h'² behaves like 1/(4x) near 0, and the energy is infinite for every small s ≠ 0.

The condition `0 ≤ L` orders the walls. At L = 0 every integral is zero and so is the derivative. For L < 0 the set [0,L] is empty, and the conditions on it say nothing about the density.

## n is positive up to the walls

The hypothesis `pos` excludes nodes, and also the hard-wall ground state, whose density vanishes at the walls. Carrying the result over to an atom would mean replacing the interval by all of space, where the density decays and has no positive minimum.

By hand, positivity first permits the divisions by n. Integrating the expansion gives, whenever n + s h is also positive,

W[n + s h] = W[n] + s (∫ v h + B) + s² R(s).

`energy_expansion` is this equation, with the condition on n + s h as `spos`. The lemma before it provides the continuity of the remainder's integrand.

```lean
/-- For a positive `C¹` density `n` and a `C¹` variation `h`, the integrand of the remainder is
continuous on `[0,L]`, with any positive continuous `g` in place of the varied density. -/
lemma continuousOn_remainder (hn : IsC1On L n n') (hh : IsC1On L h h')
    (pos : ∀ x ∈ Icc 0 L, 0 < n x) {g : ℝ → ℝ} (hg : ContinuousOn g (Icc 0 L))
    (gpos : ∀ x ∈ Icc 0 L, 0 < g x) : ContinuousOn
      (fun x => (n x * h' x - n' x * h x) ^ 2 / (8 * n x ^ 2 * g x)) (Icc 0 L) := by
  have d : ∀ x ∈ Icc 0 L, 8 * n x ^ 2 * g x ≠ 0 := fun x hx => by
    have := pos x hx
    have := gpos x hx
    positivity
  exact (((hn.cont.mul hh.cont').sub (hn.cont'.mul hh.cont)).pow 2).div
    ((continuousOn_const.mul (hn.cont.pow 2)).mul hg) d

/-- Exact expansion of the Weizsaecker energy along `n + s h`, for a `C²` density `n` and a
`C¹` variation `h` with `n` and `n + s h` positive on `[0,L]`. -/
theorem energy_expansion (hL : 0 ≤ L) (hn : IsC1On L n n') (hn' : IsC1On L n' n'')
    (hh : IsC1On L h h') (pos : ∀ x ∈ Icc 0 L, 0 < n x) (s : ℝ)
    (spos : ∀ x ∈ Icc 0 L, 0 < n x + s * h x) :
    energy L (fun x => n x + s * h x) = energy L n +
      s * ((∫ x in (0 : ℝ)..L, potential n x * h x) +
        (n' L * h L / (4 * n L) - n' 0 * h 0 / (4 * n 0))) +
      s ^ 2 * remainder L n n' h h' s := by
  have d4 : ∀ x ∈ Icc 0 L, 4 * n x ≠ 0 := fun x hx => by have := pos x hx; positivity
  have d8 : ∀ x ∈ Icc 0 L, 8 * n x ≠ 0 := fun x hx => by have := pos x hx; positivity
  have d82 : ∀ x ∈ Icc 0 L, 8 * n x ^ 2 ≠ 0 := fun x hx => by have := pos x hx; positivity
  have iA : IntervalIntegrable (fun x => n' x ^ 2 / (8 * n x)) volume 0 L :=
    ContinuousOn.intervalIntegrable_of_Icc hL
      ((hn.cont'.pow 2).div (continuousOn_const.mul hn.cont) d8)
  have iB : IntervalIntegrable (fun x => s * (n' x * h' x / (4 * n x) -
      n' x ^ 2 * h x / (8 * n x ^ 2))) volume 0 L :=
    ContinuousOn.intervalIntegrable_of_Icc hL (continuousOn_const.mul
      (((hn.cont'.mul hh.cont').div (continuousOn_const.mul hn.cont) d4).sub
        (((hn.cont'.pow 2).mul hh.cont).div (continuousOn_const.mul (hn.cont.pow 2)) d82)))
  have iC : IntervalIntegrable (fun x => s ^ 2 * ((n x * h' x - n' x * h x) ^ 2 /
      (8 * n x ^ 2 * (n x + s * h x)))) volume 0 L :=
    ContinuousOn.intervalIntegrable_of_Icc hL (continuousOn_const.mul
      (continuousOn_remainder hn hh pos (hn.cont.add (continuousOn_const.mul hh.cont)) spos))
  have iAB : IntervalIntegrable (fun x => n' x ^ 2 / (8 * n x) + s * (n' x * h' x / (4 * n x) -
      n' x ^ 2 * h x / (8 * n x ^ 2))) volume 0 L := iA.add iB
  have hE : energy L n = ∫ x in (0 : ℝ)..L, n' x ^ 2 / (8 * n x) :=
    integral_congr_interior hL fun x hx => by rw [(hn.hasDeriv x hx).deriv]
  rw [← integral_linear_response hL hn hn' hh pos, hE, remainder,
    ← intervalIntegral.integral_const_mul, ← intervalIntegral.integral_const_mul,
    ← intervalIntegral.integral_add iA iB, ← intervalIntegral.integral_add iAB iC]
  -- the expansion holds point by point
  refine integral_congr_interior hL fun x hx => ?_
  have hd : deriv (fun y => n y + s * h y) x = n' x + s * h' x :=
    ((hn.hasDeriv x hx).fun_add ((hh.hasDeriv x hx).const_mul s)).deriv
  have h1 := (pos x (Ioo_subset_Icc_self hx)).ne'
  have h2 := (spos x (Ioo_subset_Icc_self hx)).ne'
  rw [hd]
  field_simp
  ring
```

Positivity is used a second time to control R(s). A continuous positive n on a closed interval has a minimum μ > 0, and |h| ≤ C for some C. If |s| C < μ/2, then n + s h ≥ μ/2, so

0 ≤ R(s) ≤ K = ∫ (n h' − n'h)²/(8n² · μ/2) dx.

Hence (W[n + s h] − W[n])/s differs from ∫ v h + B by s R(s), which tends to 0.

`hasDerivAt_of_expansion` is this last step, phrased as a quadratic error being o(s). In `hasDerivAt_energy_wall`, μ is `n x₀`, the bound n + s h ≥ μ/2 is `low`, and `integral_mono_on` compares R(s) with K.

```lean
/-- A function with a linear expansion at `0` and a bounded quadratic coefficient has the
linear coefficient as its derivative there. -/
lemma hasDerivAt_of_expansion {E R : ℝ → ℝ} {D K : ℝ}
    (hE : ∀ᶠ s in 𝓝 (0 : ℝ), E s = E 0 + s * D + s ^ 2 * R s ∧ |R s| ≤ K) :
    HasDerivAt E D 0 := by
  rw [hasDerivAt_iff_isLittleO]
  have O : (fun s => E s - E 0 - s * D) =O[𝓝 0] (fun s : ℝ => s ^ 2) := by
    refine Asymptotics.IsBigO.of_bound K ?_
    filter_upwards [hE] with s hs
    have e : E s - E 0 - s * D = s ^ 2 * R s := by linear_combination hs.1
    rw [e, norm_mul, mul_comm]
    exact mul_le_mul_of_nonneg_right hs.2 (norm_nonneg _)
  exact (O.trans_isLittleO (Asymptotics.isLittleO_pow_id one_lt_two)).congr
    (fun s => by simp) (fun s => by simp)

/-- First variation of the Weizsaecker energy at a positive `C²` density for any `C¹`
variation `h`, including the wall term. -/
theorem hasDerivAt_energy_wall (hL : 0 ≤ L) (hn : IsC1On L n n') (hn' : IsC1On L n' n'')
    (hh : IsC1On L h h') (pos : ∀ x ∈ Icc 0 L, 0 < n x) :
    HasDerivAt (fun s => energy L (fun x => n x + s * h x))
      ((∫ x in (0 : ℝ)..L, potential n x * h x) +
        (n' L * h L / (4 * n L) - n' 0 * h 0 / (4 * n 0))) 0 := by
  obtain ⟨x₀, hx₀, hmin⟩ := isCompact_Icc.exists_isMinOn (nonempty_Icc.2 hL) hn.cont
  obtain ⟨C, hC⟩ := isCompact_Icc.exists_bound_of_continuousOn hh.cont
  have hm : 0 < n x₀ / 2 := half_pos (pos x₀ hx₀)
  have ht : Tendsto (fun s : ℝ => |s| * C) (𝓝 0) (𝓝 0) := by
    have c : Continuous (fun s : ℝ => |s| * C) := continuous_abs.mul continuous_const
    simpa using c.tendsto 0
  refine hasDerivAt_of_expansion (R := remainder L n n' h h')
    (K := ∫ x in (0 : ℝ)..L, (n x * h' x - n' x * h x) ^ 2 / (8 * n x ^ 2 * (n x₀ / 2))) ?_
  filter_upwards [ht.eventually_lt_const hm] with s hs
  -- for small `s` the varied density stays above half the minimum of `n`
  have low : ∀ x ∈ Icc 0 L, n x₀ / 2 ≤ n x + s * h x := fun x hx => by
    have h1 : n x₀ ≤ n x := hmin hx
    have h2 : |s * h x| ≤ |s| * C := by
      rw [abs_mul]
      exact mul_le_mul_of_nonneg_left (hC x hx) (abs_nonneg s)
    linarith [neg_abs_le (s * h x)]
  have spos : ∀ x ∈ Icc 0 L, 0 < n x + s * h x := fun x hx => hm.trans_le (low x hx)
  constructor
  · have e0 : energy L (fun x => n x + 0 * h x) = energy L n := by simp
    rw [e0]
    exact energy_expansion hL hn hn' hh pos s spos
  · have nonneg : 0 ≤ remainder L n n' h h' s :=
      intervalIntegral.integral_nonneg hL fun x hx => by
        have := spos x hx
        positivity
    rw [abs_of_nonneg nonneg]
    refine intervalIntegral.integral_mono_on hL
      (ContinuousOn.intervalIntegrable_of_Icc hL (continuousOn_remainder hn hh pos
        (hn.cont.add (continuousOn_const.mul hh.cont)) spos))
      (ContinuousOn.intervalIntegrable_of_Icc hL (continuousOn_remainder hn hh pos
        continuousOn_const fun _ _ => hm)) fun x hx => ?_
    have := pos x hx
    exact div_le_div_of_nonneg_left (sq_nonneg _) (by positivity)
      (mul_le_mul_of_nonneg_left (low x hx) (by positivity))
```

A nonnegative density with a single interior zero is not enough. Take n = (x − a)² and h = 1 near a. For small s > 0 the energy falls by about (π/2)√s, so the slope at s = 0 from the right is −∞.

## h vanishes at both walls

The variation keeps the density at the walls fixed. By hand this sets B = 0, and in Lean `simpa` does the same with `h0` and `hLz`. The conclusion `HasDerivAt … 0` is a two-sided derivative in s, for each fixed h separately; it claims no uniformity over variations.

```lean
/-- The functional derivative of the Weizsaecker energy at a positive `C²` density is the
Weizsaecker potential, for `C¹` variations that vanish at both walls. -/
theorem hasDerivAt_energy (hL : 0 ≤ L) (hn : IsC1On L n n') (hn' : IsC1On L n' n'')
    (hh : IsC1On L h h') (pos : ∀ x ∈ Icc 0 L, 0 < n x) (h0 : h 0 = 0) (hLz : h L = 0) :
    HasDerivAt (fun s => energy L (fun x => n x + s * h x))
      (∫ x in (0 : ℝ)..L, potential n x * h x) 0 := by
  simpa [h0, hLz] using hasDerivAt_energy_wall hL hn hn' hh pos
```

For an instance in numbers, take L = 1 and n = e^(2x). Then n' = 2n and n'' = 4n, so v = 1/2 − 1 = −1/2. With h = x(1 − x) the derivative is −(1/2)(1/6) = −1/12. The linear term before integration by parts is h'/2 − h/2, which also integrates to −1/12.

With h = x, which does not vanish at the right wall, ∫ v h = −1/4 but B = 1/2, and the true derivative is 1/4. Fixing the density at only one wall is therefore not enough.

## n + h is positive as well

For a full step s = 1, the changed density must itself be admissible; this is `hpos`. Then R(1) ≥ 0, and the expansion with B = 0 gives

W[n + h] ≥ W[n] + ∫ v h.

The proof evaluates `energy_expansion` at 1 and discards the nonnegative remainder. Where n + h is negative, the remainder's integrand is no longer nonnegative in general, and this argument fails.

```lean
/-- The Weizsaecker energy lies above its tangent at a positive `C²` density `n`, for `C¹`
changes `h` that vanish at both walls and keep `n + h` positive. -/
theorem energy_ge_tangent (hL : 0 ≤ L) (hn : IsC1On L n n') (hn' : IsC1On L n' n'')
    (hh : IsC1On L h h') (pos : ∀ x ∈ Icc 0 L, 0 < n x) (h0 : h 0 = 0) (hLz : h L = 0)
    (hpos : ∀ x ∈ Icc 0 L, 0 < n x + h x) :
    energy L n + ∫ x in (0 : ℝ)..L, potential n x * h x ≤ energy L (fun x => n x + h x) := by
  have key := energy_expansion hL hn hn' hh pos 1 (by simpa using hpos)
  have nonneg : 0 ≤ remainder L n n' h h' 1 :=
    intervalIntegral.integral_nonneg hL fun x hx => by
      have : 0 < n x + 1 * h x := by simpa using hpos x hx
      positivity
  simp only [one_mul, one_pow, h0, hLz, mul_zero, zero_div, sub_zero, add_zero] at key
  linarith
```

In the instance above, W[n] = (e² − 1)/4 ≈ 1.597, so W[n + x(1 − x)] is at least about 1.514.

## The orbital is nonzero at the point

Write n = φ² with a real orbital φ. Then n' = 2φφ' and n'' = 2φ'² + 2φφ'', so

v = φ'²/(2φ²) − (φ'² + φφ'')/(2φ²) = −φ''/(2φ),

and v φ = −φ''/2, the kinetic term of the one-particle Schrödinger equation. The theorem is pointwise: it needs φ differentiable near x, φ' differentiable at x, and φ(x) ≠ 0. The proof computes the two derivatives of φ² and simplifies. At a node, Lean still gives the potential a value, since division by zero returns 0, and the factor φ(x) = 0 makes the left side 0, so the identity fails there if φ'' ≠ 0.

```lean
/-- For `n = φ²` the Weizsaecker potential satisfies `v φ = -φ'' / 2` at every point where
the orbital `φ` is nonzero and twice differentiable. -/
theorem potential_mul_orbital {φ φ' : ℝ → ℝ} {φ'' x : ℝ}
    (h1 : ∀ᶠ y in 𝓝 x, HasDerivAt φ (φ' y) y) (h2 : HasDerivAt φ' φ'' x) (hx : φ x ≠ 0) :
    potential (fun y => φ y ^ 2) x * φ x = -φ'' / 2 := by
  have e : deriv (fun y => φ y ^ 2) =ᶠ[𝓝 x] fun y => 2 * φ y * φ' y := by
    filter_upwards [h1] with y hy
    have hd : HasDerivAt (fun y => φ y ^ 2) (2 * φ y * φ' y) y :=
      (hy.fun_pow 2).congr_deriv (by norm_num)
    exact hd.deriv
  have e0 : deriv (fun y => φ y ^ 2) x = 2 * φ x * φ' x := e.eq_of_nhds
  have d2 : HasDerivAt (fun y => 2 * φ y * φ' y) (2 * φ' x * φ' x + 2 * φ x * φ'') x :=
    (h1.self_of_nhds.const_mul 2).fun_mul h2
  simp only [potential]
  rw [e.deriv_eq, d2.deriv, e0]
  field_simp
  ring

end

end WeizsaeckerDerivative
```

```lean
#print axioms WeizsaeckerDerivative.hasDerivAt_energy
#print axioms WeizsaeckerDerivative.energy_ge_tangent
#print axioms WeizsaeckerDerivative.potential_mul_orbital
```

```
'WeizsaeckerDerivative.hasDerivAt_energy' depends on axioms: [propext, Classical.choice, Quot.sound]
'WeizsaeckerDerivative.energy_ge_tangent' depends on axioms: [propext, Classical.choice, Quot.sound]
'WeizsaeckerDerivative.potential_mul_orbital' depends on axioms: [propext, Classical.choice, Quot.sound]
```
